# Ten Cartesian f functions span seven f harmonics and three p contaminants

Q: Suppose I run an f shell with all ten Cartesian functions, and you run the same exponents with seven harmonics. Our energies will generally disagree, although both inputs name the same basis set, because my shell carries three p-type functions I never asked for. What does a theorem about polynomials say about that?

A: It identifies the extra functions. Every real homogeneous cubic p in x, y, z can be written in exactly one way as

p = h + r²L, with Δh = 0,

where h is a homogeneous cubic, L is a linear form, r² = x² + y² + z² and Δ is the Laplacian. The cubics have dimension 10, the h's 7 and the r²L's 3. This describes the polynomial factors of a single f shell on one centre. A common radial factor such as exp(−αr²) multiplies all ten and leaves the count alone.

Q: Are the Lean objects the ones I would differentiate?

A: Yes. `Poly` is the type of real polynomials in three variables, and `X i` with i = 0, 1, 2 stands for x, y, z; I write xᵢ for these and ∂ᵢ for the derivatives. `pderiv i` is the algebraic partial derivative, which agrees with the usual one on polynomials.

```lean
import Mathlib

open MvPolynomial

namespace CartesianFFunctions

noncomputable section

/-- Real polynomials in the three Cartesian coordinates x, y, z. -/
abbrev Poly := MvPolynomial (Fin 3) ℝ

/-- The squared radius x² + y² + z². -/
def rSq : Poly := ∑ i, X i ^ 2

/-- The Laplacian, the sum of the three second partial derivatives. -/
def laplacian : Poly →ₗ[ℝ] Poly where
  toFun p := ∑ i, pderiv i (pderiv i p)
  map_add' p q := by simp [Finset.sum_add_distrib]
  map_smul' c p := by simp [Finset.smul_sum]
```

Q: "Harmonic" is not the same word as "f". Where is the angular momentum?

A: In an identity that you bring to the file, which itself speaks only of the Laplacian:

r²Δ = D(D + 1) − Λ², D = Σᵢ xᵢ∂ᵢ.

Here Λ² is the squared orbital angular momentum in units of ħ², and D multiplies a homogeneous polynomial by its degree. For a cubic, Δh = 0 therefore means Λ²h = 12h, which is ℓ = 3. A linear form has ℓ = 1, and the rotationally invariant factor r² does not change that, so r²L is of p type.

In Lean, `harmonicCubics` is the intersection of the homogeneous cubics with the kernel of the Laplacian, and `contaminants` is the image of the linear forms under multiplication by r². Zero counts as homogeneous of every degree, so L may vanish, as it does for xyz.

```lean
/-- The homogeneous cubics annihilated by the Laplacian. -/
def harmonicCubics : Submodule ℝ Poly :=
  homogeneousSubmodule (Fin 3) ℝ 3 ⊓ LinearMap.ker laplacian

/-- The p contaminants: the products of the squared radius with a linear form. -/
def contaminants : Submodule ℝ Poly :=
  (homogeneousSubmodule (Fin 3) ℝ 1).map (LinearMap.mulLeft ℝ rSq)
```

Q: How do you separate the two parts?

A: With one computation. Since ∂ᵢr² = 2xᵢ and the second derivatives of L vanish,

∂ᵢ(r²L) = 2xᵢL + r²∂ᵢL

∂ᵢ²(r²L) = 2L + 4xᵢ∂ᵢL.

Summing over i and using Euler's identity Σᵢ xᵢ∂ᵢL = L gives

Δ(r²L) = 6L + 4L = 10L.

The Lean proof has the same stages: `h1` differentiates r², `h2` removes the second derivatives of L, `h3` is the second displayed line, and `hE` is Euler's identity, which the last step uses four times over.

```lean
/-- The squared radius is homogeneous of degree two. -/
theorem rSq_homogeneous : rSq.IsHomogeneous 2 :=
  IsHomogeneous.sum _ _ _ fun i _ => isHomogeneous_X_pow i 2

/-- The Laplacian of r² times a linear form is ten times that linear form. -/
theorem laplacian_rSq_mul {L : Poly} (hL : L.IsHomogeneous 1) :
    laplacian (rSq * L) = (10 : ℝ) • L := by
  have h1 : ∀ i, pderiv i rSq = X i + X i := by
    intro i
    fin_cases i <;>
      simp [rSq, Fin.sum_univ_three, pow_two, Derivation.leibniz, pderiv_X]
  -- the first derivatives of a linear form are constants
  have h2 : ∀ i, pderiv i (pderiv i L) = 0 := by
    intro i
    have h0 : (pderiv i L).IsHomogeneous 0 := hL.pderiv
    rw [totalDegree_eq_zero_iff_eq_C.1 ((totalDegree_zero_iff_isHomogeneous _).2 h0), pderiv_C]
  have h3 : ∀ i, pderiv i (pderiv i (rSq * L)) = 2 * L + 4 * (X i * pderiv i L) := by
    intro i
    simp only [Derivation.leibniz, h1, smul_eq_mul, map_add, pderiv_X_self, h2 i]
    ring
  -- Euler's identity for the linear form
  have hE := hL.sum_X_mul_pderiv
  rw [Fin.sum_univ_three, one_smul] at hE
  change ∑ i, pderiv i (pderiv i (rSq * L)) = _
  rw [smul_eq_C_mul, map_ofNat]
  simp only [h3, Fin.sum_univ_three]
  linear_combination 4 * hE
```

Q: And for a general cubic p?

A: Two derivatives lower the degree by two, so Δp is a linear form. Take

L = Δp/10, h = p − r²L.

Then h is a homogeneous cubic, and Δh = Δp − 10L = 0. The next two lemmas record these facts.

```lean
/-- One tenth of the Laplacian of a homogeneous cubic is a linear form. -/
theorem linearPart_homogeneous {p : Poly} (hp : p.IsHomogeneous 3) :
    ((1 / 10 : ℝ) • laplacian p).IsHomogeneous 1 := by
  have h : (laplacian p).IsHomogeneous 1 :=
    IsHomogeneous.sum _ _ _ fun i _ => (hp.pderiv (i := i)).pderiv (i := i)
  exact (homogeneousSubmodule (Fin 3) ℝ 1).smul_mem _ h

/-- Subtracting r² Δp / 10 from a homogeneous cubic p leaves a harmonic cubic. -/
theorem harmonicPart_mem {p : Poly} (hp : p.IsHomogeneous 3) :
    p - rSq * ((1 / 10 : ℝ) • laplacian p) ∈ harmonicCubics := by
  have hL := linearPart_homogeneous hp
  refine Submodule.mem_inf.2
    ⟨(homogeneousSubmodule (Fin 3) ℝ 3).sub_mem hp (rSq_homogeneous.mul hL), ?_⟩
  rw [LinearMap.mem_ker, map_sub, laplacian_rSq_mul hL, smul_smul]
  norm_num
```

Q: Could a different choice of L work equally well?

A: No. If p = h + r²L with h harmonic, applying Δ gives Δp = 10L. That fixes L, and then h = p − r²L is fixed too. In the theorem, `∃!` ranges over pairs `q`, with `q.1` as h and `q.2` as L, so both parts are unique together. The step called `key` is the equation L = Δp/10.

```lean
/-- Every homogeneous cubic is, in exactly one way, a harmonic cubic plus r² times a
linear form. -/
theorem cubic_decomposition {p : Poly} (hp : p.IsHomogeneous 3) :
    ∃! q : Poly × Poly,
      q.1 ∈ harmonicCubics ∧ q.2.IsHomogeneous 1 ∧ p = q.1 + rSq * q.2 := by
  refine ⟨(p - rSq * ((1 / 10 : ℝ) • laplacian p), (1 / 10 : ℝ) • laplacian p),
    ⟨harmonicPart_mem hp, linearPart_homogeneous hp, (sub_add_cancel _ _).symm⟩, ?_⟩
  rintro ⟨h, L⟩ ⟨hh, hL, e'⟩
  have e : p = h + rSq * L := e'
  have h0 : laplacian h = 0 := (Submodule.mem_inf.1 hh).2
  -- the Laplacian of p determines the linear form
  have key : (1 / 10 : ℝ) • laplacian p = L := by
    rw [e, map_add, h0, zero_add, laplacian_rSq_mul hL, smul_smul]
    norm_num
  rw [Prod.mk.injEq, key]
  exact ⟨by rw [e]; ring, rfl⟩
```

Q: That splits each cubic, but it doesn't yet count anything. Where do ten and seven come from?

A: Ten comes from counting monomials. A homogeneous polynomial of degree n is a free choice of one coefficient for each exponent triple (a, b, c) with a + b + c = n. There are (n + 1)(n + 2)/2 such triples: 10 for n = 3 and 3 for n = 1. `coeffMap` reads off the coefficients. It is injective because all coefficients of other degrees vanish, and surjective because any list of coefficients can be assembled into a sum of monomials.

```lean
/-- The coefficients of a homogeneous polynomial of degree n, indexed by the exponent
triples of sum n. -/
def coeffMap (n : ℕ) : homogeneousSubmodule (Fin 3) ℝ n →ₗ[ℝ]
    ({a // a ∈ Finset.Nat.antidiagonalTuple 3 n} → ℝ) where
  toFun p a := coeff (Finsupp.equivFunOnFinite.symm a.1) p.1
  map_add' p q := by ext a; simp
  map_smul' c p := by ext a; simp

/-- A homogeneous polynomial of degree n is fixed by its coefficients, and these can be
chosen freely. -/
theorem coeffMap_bijective (n : ℕ) : Function.Bijective (coeffMap n) := by
  constructor
  · intro p q h
    refine Subtype.ext (MvPolynomial.ext _ _ fun d => ?_)
    by_cases hd : ∑ i, d i = n
    · have := congrFun h ⟨⇑d, Finset.Nat.mem_antidiagonalTuple.2 hd⟩
      simpa [coeffMap] using this
    · have hd' : d.degree ≠ n := by
        rw [Finsupp.degree_eq_sum]
        exact hd
      rw [((mem_homogeneousSubmodule n p.1).1 p.2).coeff_eq_zero hd',
        ((mem_homogeneousSubmodule n q.1).1 q.2).coeff_eq_zero hd']
  · intro c
    refine ⟨⟨∑ a, monomial (Finsupp.equivFunOnFinite.symm a.1) (c a), ?_⟩, ?_⟩
    · refine (mem_homogeneousSubmodule _ _).2 (IsHomogeneous.sum _ _ _ fun a _ =>
        isHomogeneous_monomial _ ?_)
      rw [Finsupp.degree_eq_sum]
      exact Finset.Nat.mem_antidiagonalTuple.1 a.2
    · ext b
      change coeff (Finsupp.equivFunOnFinite.symm b.1)
        (∑ a, monomial (Finsupp.equivFunOnFinite.symm a.1) (c a)) = c b
      rw [coeff_sum, Finset.sum_eq_single b]
      · rw [coeff_monomial, if_pos rfl]
      · intro a _ hab
        rw [coeff_monomial, if_neg]
        exact fun h => hab (Subtype.ext (Finsupp.equivFunOnFinite.symm.injective h))
      · intro h
        exact absurd (Finset.mem_univ b) h
```

Seven then follows by subtraction. Write H for the harmonic cubics and C for the contaminants. Multiplication by r² is injective, so dim C = 3. The decomposition shows that H + C is the whole space of cubics. If r²L is harmonic, then 10L = 0, so H and C meet only in zero. The dimension formula

dim(H + C) + dim(H ∩ C) = dim H + dim C

becomes 10 + 0 = dim H + 3. In the proof, `hsup` and `hinf` are the statements about the sum and the intersection, and `omega` does the subtraction.

```lean
/-- The homogeneous cubics have dimension ten, the harmonic ones among them dimension seven,
and the p contaminants dimension three. -/
theorem ten_eq_seven_add_three :
    Module.finrank ℝ (homogeneousSubmodule (Fin 3) ℝ 3) = 10 ∧
    Module.finrank ℝ harmonicCubics = 7 ∧ Module.finrank ℝ contaminants = 3 := by
  have dim : ∀ n, Module.finrank ℝ (homogeneousSubmodule (Fin 3) ℝ n) =
      (Finset.Nat.antidiagonalTuple 3 n).card := fun n =>
    (LinearEquiv.ofBijective _ (coeffMap_bijective n)).finrank_eq.trans (by simp)
  have fin : ∀ n, Module.Finite ℝ (homogeneousSubmodule (Fin 3) ℝ n) := fun n =>
    Module.Finite.equiv (LinearEquiv.ofBijective _ (coeffMap_bijective n)).symm
  have d3 : Module.finrank ℝ (homogeneousSubmodule (Fin 3) ℝ 3) = 10 := (dim 3).trans rfl
  have d1 : Module.finrank ℝ (homogeneousSubmodule (Fin 3) ℝ 1) = 3 := (dim 1).trans rfl
  -- multiplication by r² loses nothing
  have hr : rSq ≠ 0 := by
    intro h
    have := congrArg (eval fun _ => (1 : ℝ)) h
    simp [rSq] at this
  have inj : Function.Injective (LinearMap.mulLeft ℝ rSq) :=
    fun a b h => mul_left_cancel₀ hr h
  have dc : Module.finrank ℝ contaminants = 3 :=
    (Submodule.equivMapOfInjective _ inj _).finrank_eq.symm.trans d1
  have hle : contaminants ≤ homogeneousSubmodule (Fin 3) ℝ 3 := by
    rintro _ ⟨L, hL, rfl⟩
    exact rSq_homogeneous.mul hL
  -- the two subspaces span the cubics and meet only in zero
  have hsup : harmonicCubics ⊔ contaminants = homogeneousSubmodule (Fin 3) ℝ 3 :=
    le_antisymm (sup_le inf_le_left hle) fun p hp => Submodule.mem_sup.2
      ⟨_, harmonicPart_mem hp, _, ⟨_, linearPart_homogeneous hp, rfl⟩, sub_add_cancel _ _⟩
  have hinf : harmonicCubics ⊓ contaminants = ⊥ := by
    rw [eq_bot_iff]
    rintro _ ⟨hh, L, hL, rfl⟩
    have h0 : laplacian (rSq * L) = 0 := (Submodule.mem_inf.1 hh).2
    rw [laplacian_rSq_mul hL] at h0
    have hL0 : L = 0 := (smul_eq_zero.1 h0).resolve_left (by norm_num)
    simp [hL0]
  have := fin 3
  have : Module.Finite ℝ harmonicCubics := Submodule.finiteDimensional_of_le inf_le_left
  have : Module.Finite ℝ contaminants := Submodule.finiteDimensional_of_le hle
  have h := Submodule.finrank_sup_add_finrank_inf_eq harmonicCubics contaminants
  rw [hsup, hinf, finrank_bot, d3, dc] at h
  exact ⟨d3, by omega, dc⟩
```

Q: Show me one function I would recognise.

A: Take x³. Its Laplacian is 6x, so L = (3/5)x and the harmonic part is

x³ − (3/5)r²x.

The same holds for y and z. This polynomial is unnormalised; the factor (5/4)√(7/π) gives it unit norm over the unit sphere. The Lean proof computes the Laplacian of the cube and inserts it into the general projection.

```lean
/-- For each Cartesian coordinate x, the cubic x³ - (3/5) r² x is harmonic. -/
theorem cube_harmonicPart (i : Fin 3) :
    (X i ^ 3 - (3 / 5 : ℝ) • (rSq * X i) : Poly) ∈ harmonicCubics := by
  have hlap : laplacian (X i ^ 3) = (6 : ℝ) • X i := by
    rw [show (X i ^ 3 : Poly) = X i * X i * X i by ring, smul_eq_C_mul, map_ofNat]
    change ∑ j, pderiv j (pderiv j (X i * X i * X i)) = _
    fin_cases i <;>
      simp [Fin.sum_univ_three, Derivation.leibniz, pderiv_X, Pi.single_apply] <;> ring
  have h := harmonicPart_mem (isHomogeneous_X_pow (R := ℝ) i 3)
  rw [hlap, smul_smul, mul_smul_comm, show (1 / 10 * 6 : ℝ) = 3 / 5 by norm_num] at h
  exact h

end

end CartesianFFunctions
```

```lean
#print axioms CartesianFFunctions.cubic_decomposition
#print axioms CartesianFFunctions.ten_eq_seven_add_three
#print axioms CartesianFFunctions.cube_harmonicPart
```

```
'CartesianFFunctions.cubic_decomposition' depends on axioms: [propext, Classical.choice, Quot.sound]
'CartesianFFunctions.ten_eq_seven_add_three' depends on axioms: [propext, Classical.choice, Quot.sound]
'CartesianFFunctions.cube_harmonicPart' depends on axioms: [propext, Classical.choice, Quot.sound]
```

Q: Where would I meet this in a program?

A: In the Cartesian-to-spherical transformation. A common scheme evaluates integrals over Cartesian Gaussians and then contracts each f index with a 7 × 10 matrix, whose rows hold the coefficients of seven independent harmonics. Expanding r² in the example gives one such row:

(2/5)x³ − (3/5)xy² − (3/5)xz².

These coefficients refer to bare monomials. If the code normalises each Cartesian function separately, they must be rescaled, because x³ and xy² have different norms. The file supplies neither a full set of seven rows nor the analogue for other shells.

Q: So to compare our energies, I should first check which convention each run used?

A: Yes. With ten functions per f shell you also have the three r²L functions in your variational space, and with seven you don't.
